# The least Schwinger exponent of a banana graph at fixed total momentum

For Euclidean momenta $k_i$ and positive Schwinger parameters $x_i$, the momentum-dependent factor in the integrand of a banana graph with scalar propagators is $e^{-S}$ with $S=\sum_i x_i\|k_i\|^2$; this $S$, without the minus sign, is called the exponent here. To integrate out the loop momenta, one completes the square in $S$ and keeps the constant that is left over. That constant is the least value of the exponent among all ways of sharing the external momentum between the lines, and it is computed here together with the sharing that attains it.

```lean
import Mathlib

open Finset

namespace BananaGraph

noncomputable section

variable {ι : Type*} [Fintype ι]
variable {E : Type*} [NormedAddCommGroup E] [InnerProductSpace ℝ E]

/-- The sum `R` of the inverse Schwinger parameters of the lines. -/
def invSum (x : ι → ℝ) : ℝ := ∑ i, (x i)⁻¹

/-- The quadratic exponent `∑ x_i ‖k_i‖²` of lines with Schwinger parameters `x_i` and
Euclidean momenta `k_i`. -/
def action (x : ι → ℝ) (k : ι → E) : ℝ := ∑ i, x i * ‖k i‖ ^ 2

/-- The momentum sharing in which line `i` carries `p / (x_i R)`. -/
def optimal (x : ι → ℝ) (p : E) (i : ι) : E := (x i * invSum x)⁻¹ • p

/-- For positive Schwinger parameters and at least one line, `R` is positive. -/
theorem invSum_pos [Nonempty ι] {x : ι → ℝ} (hx : ∀ i, 0 < x i) : 0 < invSum x :=
  Finset.sum_pos (fun i _ => inv_pos.mpr (hx i)) Finset.univ_nonempty

/-- For positive Schwinger parameters and at least one line, the momenta `p / (x_i R)` add up to the
external momentum `p`. -/
theorem sum_optimal [Nonempty ι] {x : ι → ℝ} (hx : ∀ i, 0 < x i) (p : E) :
    ∑ i, optimal x p i = p := by
  have h : ∑ i, (x i * invSum x)⁻¹ = 1 := by
    simp_rw [mul_inv]
    rw [← Finset.sum_mul]
    exact mul_inv_cancel₀ (invSum_pos hx).ne'
  unfold optimal
  rw [← Finset.sum_smul, h, one_smul]

/-- Completing the square: if the Schwinger parameters are positive and the momenta of the lines, at
least one in number, sum to `p`, then the exponent is `‖p‖² / R` plus the exponent of the deviations
from the sharing `p / (x_i R)`. -/
theorem action_eq_add_deviation [Nonempty ι] {x : ι → ℝ} (hx : ∀ i, 0 < x i)
    {k : ι → E} {p : E} (hk : ∑ i, k i = p) :
    action x k = ‖p‖ ^ 2 / invSum x + action x (fun i => k i - optimal x p i) := by
  -- expand the square on a single line
  have term : ∀ i, x i * ‖k i - optimal x p i‖ ^ 2 =
      x i * ‖k i‖ ^ 2 - 2 * (invSum x)⁻¹ * inner ℝ (k i) p
        + (x i)⁻¹ * ((invSum x)⁻¹ ^ 2 * ‖p‖ ^ 2) := by
    intro i
    have h : x i * (x i)⁻¹ = 1 := mul_inv_cancel₀ (hx i).ne'
    rw [optimal, norm_sub_sq_real, inner_smul_right, norm_smul, mul_pow,
      Real.norm_eq_abs, sq_abs, mul_inv]
    linear_combination (-2 * (invSum x)⁻¹ * inner ℝ (k i) p
      + (x i)⁻¹ * (invSum x)⁻¹ ^ 2 * ‖p‖ ^ 2) * h
  -- momentum conservation turns the cross terms into `‖p‖²`
  have cross : ∑ i, inner ℝ (k i) p = ‖p‖ ^ 2 := by
    rw [← sum_inner, hk, real_inner_self_eq_norm_sq]
  have key : action x (fun i => k i - optimal x p i) =
      action x k - 2 * (invSum x)⁻¹ * ‖p‖ ^ 2
        + invSum x * ((invSum x)⁻¹ ^ 2 * ‖p‖ ^ 2) := by
    calc action x (fun i => k i - optimal x p i)
        = ∑ i, (x i * ‖k i‖ ^ 2 - 2 * (invSum x)⁻¹ * inner ℝ (k i) p
            + (x i)⁻¹ * ((invSum x)⁻¹ ^ 2 * ‖p‖ ^ 2)) :=
          Finset.sum_congr rfl (fun i _ => term i)
      _ = _ := by
          rw [Finset.sum_add_distrib, Finset.sum_sub_distrib, ← Finset.mul_sum,
            ← Finset.sum_mul, cross]
          rfl
  have hR : invSum x * (invSum x)⁻¹ = 1 := mul_inv_cancel₀ (invSum_pos hx).ne'
  rw [key, div_eq_mul_inv]
  linear_combination (-((invSum x)⁻¹ * ‖p‖ ^ 2)) * hR

/-- Momentum minimisation on the banana graph: if the Schwinger parameters are positive and the
momenta of the lines, at least one in number, sum to `p`, then `∑ x_i ‖k_i‖²` is at least `‖p‖² /
R`, with equality exactly when every `k_i` is `p / (x_i R)`. -/
theorem banana_minimisation [Nonempty ι] {x : ι → ℝ} (hx : ∀ i, 0 < x i)
    {k : ι → E} {p : E} (hk : ∑ i, k i = p) :
    ‖p‖ ^ 2 / invSum x ≤ action x k ∧
      (action x k = ‖p‖ ^ 2 / invSum x ↔ ∀ i, k i = (x i * invSum x)⁻¹ • p) := by
  have nonneg : ∀ i ∈ (Finset.univ : Finset ι),
      0 ≤ x i * ‖k i - optimal x p i‖ ^ 2 :=
    fun i _ => mul_nonneg (hx i).le (sq_nonneg _)
  have split := action_eq_add_deviation hx hk
  have hdev : 0 ≤ action x (fun i => k i - optimal x p i) := Finset.sum_nonneg nonneg
  refine ⟨by linarith, ?_, ?_⟩
  · -- a vanishing sum of nonnegative terms vanishes line by line
    intro h i
    have h0 : ∑ i, x i * ‖k i - optimal x p i‖ ^ 2 = 0 := by
      change action x (fun i => k i - optimal x p i) = 0
      linarith
    have hi := (Finset.sum_eq_zero_iff_of_nonneg nonneg).mp h0 i (Finset.mem_univ i)
    have hn : ‖k i - optimal x p i‖ ^ 2 = 0 :=
      (mul_eq_zero.mp hi).resolve_left (hx i).ne'
    exact sub_eq_zero.mp (norm_eq_zero.mp (pow_eq_zero_iff two_ne_zero |>.mp hn))
  · intro h
    have h0 : action x (fun i => k i - optimal x p i) = 0 := by
      refine Finset.sum_eq_zero (fun i _ => ?_)
      have hi : k i - optimal x p i = 0 := sub_eq_zero.mpr (h i)
      simp [hi]
    linarith

/-- Among all line momenta with total `p`, the least value of the exponent is `‖p‖² / R`, for
positive Schwinger parameters and at least one line. -/
theorem isLeast_action [Nonempty ι] {x : ι → ℝ} (hx : ∀ i, 0 < x i) (p : E) :
    IsLeast {a : ℝ | ∃ k : ι → E, ∑ i, k i = p ∧ action x k = a}
      (‖p‖ ^ 2 / invSum x) := by
  constructor
  · exact ⟨optimal x p, sum_optimal hx p,
      (banana_minimisation hx (sum_optimal hx p)).2.mpr (fun _ => rfl)⟩
  · rintro a ⟨k, hk, rfl⟩
    exact (banana_minimisation hx hk).1

/-- Among all line momenta with total `p`, the least value of the exponent is the ratio of the graph
polynomials `‖p‖² ∏ x_i` and `∑_i ∏_{j ≠ i} x_j` of the massless banana graph, for positive
Schwinger parameters and at least one line. -/
theorem isLeast_symanzik_ratio [Nonempty ι] [DecidableEq ι] {x : ι → ℝ}
    (hx : ∀ i, 0 < x i) (p : E) :
    IsLeast {a : ℝ | ∃ k : ι → E, ∑ i, k i = p ∧ action x k = a}
      ((‖p‖ ^ 2 * ∏ i, x i) / ∑ i, ∏ j ∈ Finset.univ.erase i, x j) := by
  have hU : ∑ i, ∏ j ∈ Finset.univ.erase i, x j = invSum x * ∏ i, x i := by
    rw [invSum, Finset.sum_mul]
    refine Finset.sum_congr rfl (fun i _ => ?_)
    rw [← Finset.mul_prod_erase Finset.univ x (Finset.mem_univ i), ← mul_assoc,
      inv_mul_cancel₀ (hx i).ne', one_mul]
  have hP : ∏ i, x i ≠ 0 := (Finset.prod_pos (fun i _ => hx i)).ne'
  -- the common factor `∏ x_i` cancels and leaves `‖p‖² / R`
  rw [hU, mul_div_mul_right _ _ hP]
  exact isLeast_action hx p

/-- For positive masses `m_i`, the inequality `s / R ≤ ∑ x_i m_i²` holds for all positive
Schwinger parameters exactly when `s` does not exceed the threshold `(∑ m_i)²`. -/
theorem threshold_iff [Nonempty ι] {m : ι → ℝ} (hm : ∀ i, 0 < m i) (s : ℝ) :
    (∀ x : ι → ℝ, (∀ i, 0 < x i) → s / invSum x ≤ ∑ i, x i * m i ^ 2) ↔
      s ≤ (∑ i, m i) ^ 2 := by
  constructor
  · -- test the inequality at `x_i = 1 / m_i`
    intro h
    have h1 := h (fun i => (m i)⁻¹) (fun i => inv_pos.mpr (hm i))
    have hR : invSum (fun i => (m i)⁻¹) = ∑ i, m i := by simp [invSum]
    have hM : ∑ i, (m i)⁻¹ * m i ^ 2 = ∑ i, m i := by
      refine Finset.sum_congr rfl (fun i _ => ?_)
      rw [pow_two, ← mul_assoc, inv_mul_cancel₀ (hm i).ne', one_mul]
    have hpos : 0 < ∑ i, m i := Finset.sum_pos (fun i _ => hm i) Finset.univ_nonempty
    rw [hR, hM, div_le_iff₀ hpos] at h1
    rw [pow_two]
    exact h1
  · -- treat the masses as one-dimensional momenta
    intro hs x hx
    have h1 := (banana_minimisation (k := m) hx rfl).1
    simp only [action, Real.norm_eq_abs, sq_abs] at h1
    exact (div_le_div_of_nonneg_right hs (invSum_pos hx).le).trans h1

end

end BananaGraph
```

```lean
#print axioms BananaGraph.isLeast_symanzik_ratio
#print axioms BananaGraph.threshold_iff
```

```
'BananaGraph.isLeast_symanzik_ratio' depends on axioms: [propext, Classical.choice, Quot.sound]
'BananaGraph.threshold_iff' depends on axioms: [propext, Classical.choice, Quot.sound]
```

## Lines, parameters and the bound

A banana graph has two vertices joined by $n \ge 1$ lines. In the file the lines are the elements of a finite type `ι`, and `[Nonempty ι]` says that there is at least one. Line $i$ has a real parameter $x_i$, written `x i`, and a momentum $k_i$, written `k i`. The momenta are vectors in `E`, a real inner-product space of any dimension. All of them are oriented from the first vertex to the second, so that conservation of the external momentum $p$ reads $\sum_i k_i = p$. This is the hypothesis `hk`; the hypothesis `hx` says that every $x_i$ is positive.

Two quantities are built from these data:

$$R = \sum_i \frac{1}{x_i}, \qquad S(k) = \sum_i x_i \|k_i\|^2 .$$

They are `invSum x` and `action x k`. The main theorem, `banana_minimisation`, states that under the two hypotheses

$$S(k) \ge \frac{\|p\|^2}{R},$$

and that equality holds exactly when $k_i = p/(x_i R)$ for every $i$. The name `optimal x p i` stands for this last vector, which is written $q_i$ below.

The theorem `isLeast_action` turns the bound into a minimum. It considers the set of all values $S(k)$ for momenta with total $p$, and says through `IsLeast` that $\|p\|^2/R$ belongs to this set and is a lower bound for it.

With a single line, $R = 1/x_1$ and conservation forces $k_1 = p$, so both sides equal $x_1\|p\|^2$. With two lines the minimum is $\|p\|^2 x_1x_2/(x_1+x_2)$.

## The exponent in a Feynman integral

A Euclidean scalar propagator with mass $m_i$ can be written as

$$\frac{1}{\|k_i\|^2+m_i^2} = \int_0^\infty e^{-x_i(\|k_i\|^2+m_i^2)}\,dx_i ,$$

whenever the denominator is positive. The integration variable $x_i$ is the Schwinger parameter, and its range is the reason for requiring $x_i > 0$. Multiplying the propagators of all lines gives an integral over all parameters, whose integrand is the exponential of $-S(k) - \sum_i x_i m_i^2$. The mass term does not depend on the momenta, so it plays no part in the minimisation.

The loop integration runs over all $k_i$ with fixed sum $p$. Once the minimum has been split off, the remaining Gaussian integral over the deviations does not depend on $p$, and the external momentum survives only in the factor $e^{-\|p\|^2/R}$. The two-line case supplies the momentum exponent of the one-loop self-energies of quantum electrodynamics, for Euclidean momenta and without the spin numerators.

The file treats the exponent alone. The Gaussian prefactor, the convergence of the parameter integrals and renormalisation do not enter, and graphs with more than two vertices are not considered. The inner product is positive definite, so the momenta are Euclidean; for Minkowski vectors the deviations could contribute with either sign.

## Completing the square

The vectors $q_i = p/(x_i R)$ are an admissible sharing, because

$$\sum_i q_i = \frac{p}{R}\sum_i \frac{1}{x_i} = p .$$

Here $R$ is positive, being a nonempty sum of positive numbers. The momentum is shared in inverse proportion to the parameters: the product $x_i q_i = p/R$ is the same on all lines.

Now take any momenta with $\sum_i k_i = p$ and expand the squared deviation on one line:

$$
\begin{aligned}
x_i\|k_i-q_i\|^2
&= x_i\|k_i\|^2 - 2x_i\langle k_i,q_i\rangle + x_i\|q_i\|^2\\
&= x_i\|k_i\|^2 - \frac{2}{R}\langle k_i,p\rangle + \frac{\|p\|^2}{x_iR^2}.
\end{aligned}
$$

In the cross term the factor $x_i$ has cancelled against the $1/x_i$ in $q_i$. Its coefficient is therefore the same on every line, and the sum over lines needs only the total momentum:

$$\sum_i\langle k_i,p\rangle = \Big\langle \sum_i k_i,\,p\Big\rangle = \|p\|^2 .$$

The last terms add up to $R\,\|p\|^2/R^2 = \|p\|^2/R$. Altogether

$$\sum_i x_i\|k_i-q_i\|^2 = S(k) - \frac{2\|p\|^2}{R} + \frac{\|p\|^2}{R},$$

which rearranges to

$$S(k) = \frac{\|p\|^2}{R} + \sum_i x_i\|k_i-q_i\|^2 .$$

Every term of the remaining sum is nonnegative, which gives the bound. Equality requires the sum to vanish, hence each of its terms. Since $x_i>0$, this means $\|k_i-q_i\|=0$, that is $k_i=q_i$, for every $i$. Conversely, if $k_i=q_i$ on all lines, the sum is zero and equality holds.

## The same steps in Lean

The lemma `invSum_pos` proves $R>0$, and `sum_optimal` proves $\sum_i q_i=p$ by taking the common factor $1/R$ out of the sum of coefficients.

The identity for $S(k)$ is `action_eq_add_deviation`. Inside its proof, `term` is the expansion on a single line: `norm_sub_sq_real` expands the square, and `linear_combination` carries out the cancellations, using $x_i x_i^{-1}=1$. The step `cross` moves the sum into the inner product and then applies momentum conservation. The step `key` adds the single-line expansions, and a final `linear_combination` simplifies the powers of $R$ by means of $R R^{-1}=1$.

In `banana_minimisation` this identity is called `split`, and `hdev` says that the sum of the terms $x_i\|k_i-q_i\|^2$ is nonnegative. The bound then follows by `linarith`. For the equality case, `Finset.sum_eq_zero_iff_of_nonneg` passes from a vanishing sum to vanishing terms, after which the positive factor $x_i$ is removed and the norm is set to zero. The converse substitutes $k_i=q_i$ and finds that the deviation term is zero.

The bound itself never uses $\sum_i q_i=p$. That fact is needed in `isLeast_action`, where the sharing $q_i$ has to be one of the competitors before its value can count as a minimum.

## The ratio of graph polynomials

The parametric form of a Feynman integral is usually written with two polynomials in the parameters. For the massless banana graph they are

$$U=\sum_i\prod_{j\ne i}x_j,\qquad F=\|p\|^2\prod_i x_i .$$

The theorem `isLeast_symanzik_ratio` says that the minimum of $S$ equals $F/U$. To see this, multiply $R$ by the product of all parameters. In the term with $1/x_i$ the factor $x_i$ cancels, so

$$R\prod_i x_i=\sum_i\prod_{j\ne i}x_j=U .$$

Therefore $F/U=\|p\|^2/R$. In Lean, `hU` is this formula for $U$, and `hP` records that the common factor $\prod_i x_i$ is nonzero and may be cancelled. For one line the empty product gives $U=1$, and the ratio is $x_1\|p\|^2$ as before.

## Masses and the normal threshold

Continuing the external momentum to Minkowski space replaces $\|p\|^2$ by $-s$, where $s$ is the squared invariant mass flowing through the graph. With the masses restored, the exponential left after the momentum integration is

$$\exp\Big(\frac{s}{R}-\sum_i x_i m_i^2\Big).$$

The theorem `threshold_iff` determines when the argument of this exponential is never positive. For positive masses and at least one line, $s/R\le\sum_i x_i m_i^2$ holds for all positive parameters exactly when

$$s\le\Big(\sum_i m_i\Big)^2 .$$

For two or more lines the right-hand side is the normal threshold, the squared invariant mass at which the particles on the lines can be produced together at rest in their centre-of-mass frame. For a single line it is $m_1^2$, where the propagator has its pole. The theorem concerns the sign of the argument of the exponential; it does not establish a singularity of the amplitude.

Suppose first that $s$ satisfies the threshold condition. The masses are real numbers, so they can be used as one-dimensional momenta with total $\sum_i m_i$. The main theorem gives

$$\frac{s}{R}\le\frac{(\sum_i m_i)^2}{R}\le\sum_i x_i m_i^2 .$$

The Lean proof does this by applying `banana_minimisation` with `k := m`.

For the other direction, write $M=\sum_i m_i$ and test the inequality at $x_i=1/m_i$. Then $R=M$, and also $\sum_i x_i m_i^2=M$. The inequality becomes $s/M\le M$, and since $M>0$ it follows that $s\le M^2$. The steps `hR` and `hM` compute the two sums, and `hpos` allows the multiplication by $M$.

## Counter-examples without the hypotheses

**Positive parameters.** Take two lines with real momenta, $x_1=1$, $x_2=-2$ and $p=0$. Then $R=1/2$, and the supposed lower bound is zero. The momenta $k_1=1$, $k_2=-1$ conserve $p$ but give $S=1-2=-1$.

**Momentum conservation.** If the $k_i$ need not sum to $p$, set them all to zero and choose $p\ne0$. Then $S=0$, which is smaller than $\|p\|^2/R$.

**At least one line.** With no lines, a nonzero $p$ cannot be carried at all. The set of attainable exponents in `isLeast_action` is empty and has no least element.

**Positive masses.** In the threshold theorem, take $m_1=1$ and $m_2=-1$. Only the squares of the masses enter the inequality, so it agrees with the one for two unit masses and holds up to $s=4$. The squared sum $(m_1+m_2)^2$ is zero, however, and the equivalence already fails at $s=1$. A negative mass is not physical; the example only shows that the formal statement needs some condition on the signs. Zero masses would do no harm to the equivalence, but the test point $x_i=1/m_i$ used in the proof is then not available.
